# For neutral point charges, the exchange term has a limit at q → 0 exactly when the dipole vanishes

## A term without a single value

In a plane-wave calculation with the bare Coulomb interaction, the exchange integral of two orbitals contains, at wave vector $q$, a term proportional to $1/\|q\|^2$ times the squared modulus of the Fourier component of their pair density at $q$. If the two orbitals are orthogonal, the total pair charge is zero, so at $q=0$ the expression reads $0/0$. Filling the gap with a limit fails if the pair has a dipole: approaching along the dipole and perpendicular to it gives different numbers.

The model here replaces the pair density by finitely many real charges $p_j$ at positions $x_j\in\mathbb R^3$. Define

$$S(q)=\sum_j p_j e^{i\langle q,x_j\rangle},\qquad d=\sum_j p_jx_j,\qquad H(q)=\frac{|S(q)|^2}{\|q\|^2}.$$

## The statement in words

If $\sum_j p_j=0$, then $H(q)$ has a finite limit as nonzero $q\to0$ if and only if $d=0$. This is `exchangeHead_limit_iff`.

- `p` and `x` are the charges and positions, indexed by a finite type `ι`; `V` is $\mathbb R^3$ for both positions and wave vectors.
- `pairDensity`, `dipole` and `exchangeHead` are $S$, $d$ and $H$. The phase has a plus sign, and constant prefactors such as $4\pi$ and the cell volume are omitted.
- `𝓝[≠] 0` means that $q$ approaches zero in any manner through nonzero values, so the value of `exchangeHead` at $q=0$ plays no role.
- `hp` is neutrality, which stands for orbital orthogonality; in `charged_divergence` alone, the same name denotes the opposite assumption, a nonzero total charge. Without it, $d=0$ doesn't guarantee a limit: a unit charge at the origin has $d=0$ and $H(q)=1/\|q\|^2$.

Continuous or complex pair densities and the sum over a Brillouin-zone mesh lie beyond this model.

## From the phase expansion to the limit

For real $\theta$,
$$|e^{i\theta}-1-i\theta|\le3\theta^2.$$
If $|\theta|\le1$, the Taylor remainder is at most $\theta^2$. If $|\theta|\ge1$, the left side is at most $2+|\theta|\le3\theta^2$.

Neutrality lets us subtract $\sum_jp_j=0$ from $S$:
$$S(q)-i\langle q,d\rangle=\sum_jp_j\left(e^{i\langle q,x_j\rangle}-1-i\langle q,x_j\rangle\right).$$
Since $|\langle q,x_j\rangle|\le\|q\|\|x_j\|$, the modulus is at most $C\|q\|^2$, with $C=3\sum_j|p_j|\|x_j\|^2$.

Write $a=|S(q)|$ and $b=|\langle q,d\rangle|$. Then $|a-b|\le C\|q\|^2$ and $a+b\le C\|q\|^2+2\|q\|\|d\|$. Factoring $a^2-b^2$ gives
$$\left|H(q)-\frac{\langle q,d\rangle^2}{\|q\|^2}\right|\le C\left(C\|q\|^2+2\|d\|\|q\|\right)\to0.$$

On a ray $q=tu$ with $u\ne0$, the factors $t^2$ cancel, so
$$H(tu)\to\frac{\langle u,d\rangle^2}{\|u\|^2}.$$
This is $\|d\|^2$ along a nonzero dipole and $0$ perpendicular to it.

Suppose that a full limit $L$ exists. Every ray must give it, so $\langle u,d\rangle^2=L\|u\|^2$ for all $u$. The axes give $d_0^2=d_1^2=d_2^2=L$. The diagonal $(1,1,0)$ gives $(d_0+d_1)^2=2L$, hence $d_0d_1=0$ and $L^2=d_0^2d_1^2=0$. Therefore $d=0$. Conversely, if $d=0$, the estimate above gives $H(q)\to0$.

## Averages and charged pairs

For an orthonormal basis $b_i$, $\sum_i\langle b_i,d\rangle^2=\|d\|^2$. If the total charge is zero, the mean of $H(tb_i)$ over the three directions therefore tends to $\|d\|^2/3$ as nonzero $t\to0$. If the total charge $Q=\sum_jp_j$ is nonzero, $|S(q)|^2\to Q^2>0$ while $\|q\|^2\to0$ from above, and $H(q)\to+\infty$.

## The Lean file and its proof

```lean
import Mathlib

open Filter Topology

namespace DipolarExchangeHead

noncomputable section

/-- Three-dimensional space, used for positions and for wave vectors. -/
abbrev V := EuclideanSpace ℝ (Fin 3)

variable {ι : Type*} [Fintype ι]

/-- The pair density of point charges `p j` at `x j`, at wave vector `q`. -/
def pairDensity (p : ι → ℝ) (x : ι → V) (q : V) : ℂ :=
  ∑ j, (p j : ℂ) * Complex.exp (((inner ℝ q (x j) : ℝ) : ℂ) * Complex.I)

/-- The dipole moment of the point charges. -/
def dipole (p : ι → ℝ) (x : ι → V) : V := ∑ j, p j • x j

/-- The exchange term at wave vector `q ≠ 0`, up to constant prefactors: the squared modulus of
the pair density times the Coulomb factor `1 / ‖q‖ ^ 2`. -/
def exchangeHead (p : ι → ℝ) (x : ι → V) (q : V) : ℝ :=
  ‖pairDensity p x q‖ ^ 2 / ‖q‖ ^ 2

/-- A phase factor differs from its first-order expansion by at most three times the square
of the phase. -/
theorem phase_bound (θ : ℝ) :
    ‖Complex.exp ((θ : ℂ) * Complex.I) - 1 - (θ : ℂ) * Complex.I‖ ≤ 3 * θ ^ 2 := by
  have hn : ‖(θ : ℂ) * Complex.I‖ = |θ| := by simp
  rcases le_total |θ| 1 with h | h
  · have h1 := Complex.norm_exp_sub_one_sub_id_le (x := (θ : ℂ) * Complex.I)
      (by rw [hn]; exact h)
    rw [hn, sq_abs] at h1
    nlinarith [sq_nonneg θ]
  · -- for large phases the triangle inequality is enough
    calc _ ≤ ‖Complex.exp ((θ : ℂ) * Complex.I)‖ + ‖(1 : ℂ)‖ + ‖(θ : ℂ) * Complex.I‖ :=
          (norm_sub_le _ _).trans (add_le_add (norm_sub_le _ _) le_rfl)
      _ = 1 + 1 + |θ| := by rw [Complex.norm_exp_ofReal_mul_I, hn, norm_one]
      _ ≤ 3 * θ ^ 2 := by
          rw [← sq_abs θ]
          nlinarith

/-- For zero total charge, the pair density equals its dipole term `i⟨q, d⟩` up to an explicit
error of second order in `q`. -/
theorem pairDensity_expansion (p : ι → ℝ) (x : ι → V) (hp : ∑ j, p j = 0) (q : V) :
    ‖pairDensity p x q - ((inner ℝ q (dipole p x) : ℝ) : ℂ) * Complex.I‖
      ≤ (3 * ∑ j, |p j| * ‖x j‖ ^ 2) * ‖q‖ ^ 2 := by
  have h0 : ∑ j, (p j : ℂ) = 0 := by exact_mod_cast hp
  have hd : ((inner ℝ q (dipole p x) : ℝ) : ℂ)
      = ∑ j, (p j : ℂ) * ((inner ℝ q (x j) : ℝ) : ℂ) := by
    rw [dipole, inner_sum, Complex.ofReal_sum]
    refine Finset.sum_congr rfl fun j _ => ?_
    rw [real_inner_smul_right, Complex.ofReal_mul]
  -- neutrality removes the zeroth-order term
  have key : pairDensity p x q - ((inner ℝ q (dipole p x) : ℝ) : ℂ) * Complex.I
      = ∑ j, (p j : ℂ) * (Complex.exp (((inner ℝ q (x j) : ℝ) : ℂ) * Complex.I) - 1
          - ((inner ℝ q (x j) : ℝ) : ℂ) * Complex.I) := by
    rw [hd, pairDensity]
    simp only [mul_sub, mul_one, Finset.sum_sub_distrib, h0, sub_zero, Finset.sum_mul, mul_assoc]
  rw [key, Finset.mul_sum, Finset.sum_mul]
  refine (norm_sum_le _ _).trans (Finset.sum_le_sum fun j _ => ?_)
  have h1 := phase_bound (inner ℝ q (x j))
  have h2 : (inner ℝ q (x j) : ℝ) ^ 2 ≤ (‖q‖ * ‖x j‖) ^ 2 := by
    rw [← sq_abs]
    exact pow_le_pow_left₀ (abs_nonneg _) (abs_real_inner_le_norm q (x j)) 2
  rw [norm_mul, Complex.norm_real, Real.norm_eq_abs]
  calc _ ≤ |p j| * (3 * (‖q‖ * ‖x j‖) ^ 2) :=
        mul_le_mul_of_nonneg_left (by linarith) (abs_nonneg _)
    _ = _ := by ring

/-- For zero total charge, the exchange term approaches `⟨q, d⟩² / ‖q‖²` as nonzero `q` tends
to zero in any manner. -/
theorem exchangeHead_asymptotic (p : ι → ℝ) (x : ι → V) (hp : ∑ j, p j = 0) :
    Tendsto (fun q : V => exchangeHead p x q - (inner ℝ q (dipole p x)) ^ 2 / ‖q‖ ^ 2)
      (𝓝[≠] 0) (𝓝 0) := by
  obtain ⟨C, hC⟩ : ∃ C : ℝ, ∀ q : V,
      ‖pairDensity p x q - ((inner ℝ q (dipole p x) : ℝ) : ℂ) * Complex.I‖ ≤ C * ‖q‖ ^ 2 :=
    ⟨_, pairDensity_expansion p x hp⟩
  have hc : Continuous fun q : V => C * (C * ‖q‖ ^ 2 + 2 * ‖dipole p x‖ * ‖q‖) := by fun_prop
  refine squeeze_zero_norm' ?_ ((hc.tendsto' 0 0 (by simp)).mono_left nhdsWithin_le_nhds)
  filter_upwards [self_mem_nhdsWithin] with q hq
  have hr : 0 < ‖q‖ := norm_pos_iff.mpr hq
  have hr2 : 0 < ‖q‖ ^ 2 := pow_pos hr 2
  have h1 : |‖pairDensity p x q‖ - (|inner ℝ q (dipole p x)|)| ≤ C * ‖q‖ ^ 2 := by
    have h := (abs_norm_sub_norm_le _ _).trans (hC q)
    rwa [norm_mul, Complex.norm_I, mul_one, Complex.norm_real, Real.norm_eq_abs] at h
  have h2 := abs_real_inner_le_norm q (dipole p x)
  have h3 : |‖pairDensity p x q‖ + (|inner ℝ q (dipole p x)|)|
      ≤ C * ‖q‖ ^ 2 + 2 * (‖q‖ * ‖dipole p x‖) := by
    rw [abs_of_nonneg (by positivity)]
    linarith [(abs_le.mp h1).2]
  -- factor the difference of squares
  have h4 : ‖pairDensity p x q‖ ^ 2 - (|inner ℝ q (dipole p x)|) ^ 2
      = (‖pairDensity p x q‖ - (|inner ℝ q (dipole p x)|))
        * (‖pairDensity p x q‖ + (|inner ℝ q (dipole p x)|)) := by ring
  rw [exchangeHead, ← sub_div, Real.norm_eq_abs, abs_div, abs_of_pos hr2, div_le_iff₀ hr2,
    ← sq_abs (inner ℝ q (dipole p x)), h4, abs_mul]
  calc _ ≤ (C * ‖q‖ ^ 2) * (C * ‖q‖ ^ 2 + 2 * (‖q‖ * ‖dipole p x‖)) :=
        mul_le_mul h1 h3 (abs_nonneg _) ((abs_nonneg _).trans h1)
    _ = _ := by ring

/-- Along a ray with nonzero direction `u`, the wave vector `t u` tends to zero through nonzero
values as nonzero `t` tends to zero. -/
theorem tendsto_ray (u : V) (hu : u ≠ 0) :
    Tendsto (fun t : ℝ => t • u) (𝓝[≠] 0) (𝓝[≠] 0) := by
  have hc : Continuous fun t : ℝ => t • u := by fun_prop
  refine tendsto_nhdsWithin_iff.mpr
    ⟨(hc.tendsto' 0 0 (by simp)).mono_left nhdsWithin_le_nhds, ?_⟩
  filter_upwards [self_mem_nhdsWithin] with t ht
  exact smul_ne_zero ht hu

/-- For zero total charge, as nonzero `t` tends to zero, the exchange term at `t u`, for a nonzero
direction `u`, tends to `⟨u, d⟩² / ‖u‖²`. -/
theorem directional_limit (p : ι → ℝ) (x : ι → V) (hp : ∑ j, p j = 0) (u : V) (hu : u ≠ 0) :
    Tendsto (fun t : ℝ => exchangeHead p x (t • u)) (𝓝[≠] 0)
      (𝓝 ((inner ℝ u (dipole p x)) ^ 2 / ‖u‖ ^ 2)) := by
  have h := ((exchangeHead_asymptotic p x hp).comp (tendsto_ray u hu)).add_const
    ((inner ℝ u (dipole p x)) ^ 2 / ‖u‖ ^ 2)
  rw [zero_add] at h
  refine h.congr' ?_
  filter_upwards [self_mem_nhdsWithin] with t ht
  have ht' : t ≠ 0 := ht
  -- the dipole term does not depend on the length of the wave vector
  have hs : (inner ℝ (t • u) (dipole p x)) ^ 2 / ‖t • u‖ ^ 2
      = (inner ℝ u (dipole p x)) ^ 2 / ‖u‖ ^ 2 := by
    rw [real_inner_smul_left, norm_smul, mul_pow, mul_pow, Real.norm_eq_abs, sq_abs,
      mul_div_mul_left _ _ (pow_ne_zero 2 ht')]
  simp only [Function.comp_apply, hs]
  ring

/-- A vector in three-dimensional space whose squared projection is the same along all directions is
zero. -/
theorem eq_zero_of_isotropic (d : V) (L : ℝ)
    (h : ∀ u : V, (inner ℝ u d) ^ 2 = L * ‖u‖ ^ 2) : d = 0 := by
  have h' : ∀ a b c : ℝ, (a * d 0 + b * d 1 + c * d 2) ^ 2 = L * (a ^ 2 + b ^ 2 + c ^ 2) := by
    intro a b c
    have hi : inner ℝ (!₂[a, b, c] : V) d = a * d 0 + b * d 1 + c * d 2 := by
      simp [PiLp.inner_apply, Fin.sum_univ_three, mul_comm]
    have hn : ‖(!₂[a, b, c] : V)‖ ^ 2 = a ^ 2 + b ^ 2 + c ^ 2 := by
      simp [EuclideanSpace.norm_sq_eq, Fin.sum_univ_three]
    rw [← hi, ← hn]
    exact h _
  -- compare the three axes with one diagonal
  have a1 := h' 1 0 0
  have a2 := h' 0 1 0
  have a3 := h' 0 0 1
  have a4 := h' 1 1 0
  have hxy : d 0 * d 1 = 0 := by linear_combination (a4 - a1 - a2) / 2
  have hL2 : L ^ 2 = 0 := by
    linear_combination d 0 * d 1 * hxy - d 1 ^ 2 * a1 - L * a2
  have hL : L = 0 := (pow_eq_zero_iff two_ne_zero).mp hL2
  have z0 : d 0 = 0 := (pow_eq_zero_iff two_ne_zero).mp (by linear_combination a1 + hL)
  have z1 : d 1 = 0 := (pow_eq_zero_iff two_ne_zero).mp (by linear_combination a2 + hL)
  have z2 : d 2 = 0 := (pow_eq_zero_iff two_ne_zero).mp (by linear_combination a3 + hL)
  ext i
  fin_cases i
  exacts [z0, z1, z2]

/-- For zero total charge, the exchange term has a finite limit as nonzero `q` tends to zero
if and only if the dipole moment vanishes. -/
theorem exchangeHead_limit_iff (p : ι → ℝ) (x : ι → V) (hp : ∑ j, p j = 0) :
    (∃ L : ℝ, Tendsto (exchangeHead p x) (𝓝[≠] 0) (𝓝 L)) ↔ dipole p x = 0 := by
  constructor
  · rintro ⟨L, hL⟩
    refine eq_zero_of_isotropic _ L fun u => ?_
    by_cases hu : u = 0
    · simp [hu]
    · -- every directional limit must equal the full limit
      have h := tendsto_nhds_unique (directional_limit p x hp u hu)
        (hL.comp (tendsto_ray u hu))
      exact (div_eq_iff (pow_ne_zero 2 (norm_ne_zero_iff.mpr hu))).mp h
  · intro hd
    exact ⟨0, by simpa [hd] using exchangeHead_asymptotic p x hp⟩

/-- For zero total charge, the mean of the exchange term over three orthonormal directions tends to
one third of the squared dipole moment as the common length of the three wave vectors tends to zero.
-/
theorem axis_average (p : ι → ℝ) (x : ι → V) (hp : ∑ j, p j = 0)
    (b : OrthonormalBasis (Fin 3) ℝ V) :
    Tendsto (fun t : ℝ => (∑ i, exchangeHead p x (t • b i)) / 3) (𝓝[≠] 0)
      (𝓝 (‖dipole p x‖ ^ 2 / 3)) := by
  have hb : ∀ i, ‖b i‖ = 1 := b.orthonormal.1
  have hs : ∑ i, (inner ℝ (b i) (dipole p x)) ^ 2 / ‖b i‖ ^ 2 = ‖dipole p x‖ ^ 2 := by
    rw [← real_inner_self_eq_norm_sq, ← b.sum_inner_mul_inner]
    refine Finset.sum_congr rfl fun i _ => ?_
    rw [hb i, real_inner_comm (b i) (dipole p x)]
    ring
  rw [← hs]
  refine (tendsto_finsetSum _ fun i _ => directional_limit p x hp (b i) ?_).div_const 3
  exact norm_ne_zero_iff.mp (by rw [hb i]; exact one_ne_zero)

/-- For nonzero total charge, the exchange term diverges to plus infinity as nonzero `q`
tends to zero. -/
theorem charged_divergence (p : ι → ℝ) (x : ι → V) (hp : ∑ j, p j ≠ 0) :
    Tendsto (exchangeHead p x) (𝓝[≠] 0) atTop := by
  have hc : Continuous fun q : V => ‖pairDensity p x q‖ ^ 2 := by
    unfold pairDensity
    fun_prop
  have h0 : ‖pairDensity p x 0‖ ^ 2 = (∑ j, p j) ^ 2 := by
    have h : pairDensity p x 0 = ((∑ j, p j : ℝ) : ℂ) := by simp [pairDensity]
    rw [h, Complex.norm_real, Real.norm_eq_abs, sq_abs]
  have h1 := (hc.tendsto' 0 _ h0).mono_left (nhdsWithin_le_nhds (s := {0}ᶜ))
  have hn : Continuous fun q : V => ‖q‖ ^ 2 := by fun_prop
  have h2 : Tendsto (fun q : V => ‖q‖ ^ 2) (𝓝[≠] 0) (𝓝[>] 0) := by
    refine tendsto_nhdsWithin_iff.mpr
      ⟨(hn.tendsto' 0 0 (by simp)).mono_left nhdsWithin_le_nhds, ?_⟩
    filter_upwards [self_mem_nhdsWithin] with q hq
    exact pow_pos (norm_pos_iff.mpr hq) 2
  -- a positive limit times the diverging Coulomb factor
  have h3 := h1.pos_mul_atTop (by positivity) (tendsto_inv_nhdsGT_zero.comp h2)
  exact h3.congr fun q => (div_eq_mul_inv _ _).symm

end

end DipolarExchangeHead
```

```lean
#print axioms DipolarExchangeHead.exchangeHead_limit_iff
#print axioms DipolarExchangeHead.axis_average
#print axioms DipolarExchangeHead.charged_divergence
```

```
'DipolarExchangeHead.exchangeHead_limit_iff' depends on axioms: [propext, Classical.choice, Quot.sound]
'DipolarExchangeHead.axis_average' depends on axioms: [propext, Classical.choice, Quot.sound]
'DipolarExchangeHead.charged_divergence' depends on axioms: [propext, Classical.choice, Quot.sound]
```

`phase_bound` splits at $|\theta|=1$, and `pairDensity_expansion` sums the bound; its `key` step is the subtraction allowed by neutrality. In `exchangeHead_asymptotic`, `h1` and `h3` bound $|a-b|$ and $a+b$, `h4` factors the difference of squares, and `squeeze_zero_norm'` takes the limit.

`tendsto_ray` shows that a ray is an admissible approach to zero. `directional_limit` composes it with the asymptotic estimate, and `hs` cancels $t^2$. `eq_zero_of_isotropic` tests the axes and the diagonal, with `linear_combination` doing the algebra.

In `exchangeHead_limit_iff`, `tendsto_nhds_unique` equates each ray limit with $L$; the converse substitutes $d=0$ into the asymptotic estimate. `axis_average` adds three directional limits using the basis identity `b.sum_inner_mul_inner`. `charged_divergence` uses continuity of $|S|^2$ and multiplies its positive limit by the diverging factor $1/\|q\|^2$.
